# First-order stationarity of orbital localization with powers of atomic populations

A change of localized orbitals is modelled here as a path of real orthogonal matrices \(U(t)\), defined for all real \(t\), with \(U(0)=1\). Its entries need only be differentiable at \(t=0\); no exponential form is assumed. The orbitals at hand are stationary if the localization functional has derivative zero at \(t=0\) along every such path.

The orbitals \(\varphi_i\) are labelled by a finite type `n` and the atoms \(A\) by a finite type `ι`. The rotated orbitals are \(\varphi_i'=\sum_k\varphi_k U_{ki}\).

```lean
import Mathlib

open Matrix

namespace IntrinsicBondOrbitals

noncomputable section

variable {n ι : Type*} [Fintype n] [DecidableEq n] [Fintype ι]
```

Each atom has a real matrix \(Q^A\) in the orbital basis. In the intrinsic-bond-orbital setting, \(Q^A_{ij}\) is the matrix element of the projector onto the intrinsic atomic orbitals of atom \(A\). The population of a rotated orbital is a diagonal entry, \(n^A_i(U)=(U^{\mathsf T}Q^AU)_{ii}\), without the factor 2 for double occupation.

```lean
/-- Population of the rotated orbital `i` on an atom with population matrix `Q`. -/
def population (Q U : Matrix n n ℝ) (i : n) : ℝ := (Uᵀ * Q * U) i i
```

The functional of exponent \(p\) is \(L_p(U)=\sum_A\sum_i n^A_i(U)^p\).

```lean
/-- The localization functional: the sum over atoms and orbitals of the `p`-th power
of the atomic populations. -/
def localization (p : ℕ) (Q : ι → Matrix n n ℝ) (U : Matrix n n ℝ) : ℝ :=
  ∑ A, ∑ i, population (Q A) U i ^ p
```

`IsStationary` puts the definition of stationarity above into Lean. The condition \(U^{\mathsf T}U=1\) keeps the orbitals orthonormal, and the square shape of \(U\) keeps the space they span fixed.

```lean
/-- The functional of exponent `p` has zero derivative at the identity along every
orthogonal path through it that is differentiable there. -/
def IsStationary (p : ℕ) (Q : ι → Matrix n n ℝ) : Prop :=
  ∀ U : ℝ → Matrix n n ℝ, (∀ t, (U t)ᵀ * U t = 1) → U 0 = 1 →
    (∀ i j, DifferentiableAt ℝ (fun t => U t i j) 0) →
    HasDerivAt (fun t => localization p Q (U t)) 0 0
```

For a pair of orbitals, define
\[
W_{ij}=\sum_A Q^A_{ij}\left[(Q^A_{ii})^p-(Q^A_{jj})^p\right].
\]
In this definition \(p\) is one less than the exponent of the functional it will be used with, which avoids subtraction of natural numbers.

```lean
/-- The stationarity residual of the orbital pair `i`, `j` for exponent `p + 1`. -/
def residual (p : ℕ) (Q : ι → Matrix n n ℝ) (i j : n) : ℝ :=
  ∑ A, Q A i j * (Q A i i ^ p - Q A j j ^ p)
```

## (a) The velocity of an orthogonal path

Let \(K_{ij}=\dot U_{ij}(0)\). Show that
\[
K_{ij}=-K_{ji}.
\]

**Solution.** Orthonormality reads \(\sum_k U_{ki}(t)U_{kj}(t)=\delta_{ij}\). Differentiate at \(t=0\) and insert \(U_{ki}(0)=\delta_{ki}\):
\[
0=\sum_k\left(K_{ki}\delta_{kj}+\delta_{ki}K_{kj}\right)=K_{ji}+K_{ij}.
\]
In the proof, `h` is the product rule, `hc` says that the overlap is constant, and uniqueness of the derivative equates the two results.

```lean
/-- The initial velocity of an orthogonal path through the identity is antisymmetric. -/
theorem velocity_antisymm {U : ℝ → Matrix n n ℝ} {K : Matrix n n ℝ}
    (hU : ∀ t, (U t)ᵀ * U t = 1) (h0 : U 0 = 1)
    (hK : ∀ i j, HasDerivAt (fun t => U t i j) (K i j) 0) (i j : n) :
    K i j = -K j i := by
  have h : HasDerivAt (fun t => ∑ k, U t k i * U t k j)
      (∑ k, (K k i * U 0 k j + U 0 k i * K k j)) 0 :=
    HasDerivAt.fun_sum fun k _ => (hK k i).fun_mul (hK k j)
  -- the overlap of two orbitals is constant along the path
  have hc : (fun t => ∑ k, U t k i * U t k j) = fun _ => (1 : Matrix n n ℝ) i j := by
    funext t
    rw [← hU t]
    simp only [Matrix.mul_apply, Matrix.transpose_apply]
  rw [hc] at h
  have e := h.unique (hasDerivAt_const (0 : ℝ) _)
  simp [h0, Matrix.one_apply, Finset.sum_add_distrib] at e
  linarith
```

## (b) The first-order change of a population

For a symmetric \(Q\), show that the population of orbital \(i\) changes at the rate
\[
\dot n_i(0)=2\sum_k K_{ki}Q_{ki}.
\]

**Solution.** Write \(n_i(t)=\sum_{l}\sum_k U_{ki}Q_{kl}U_{li}\). The product rule at \(t=0\) gives
\[
\dot n_i(0)=\sum_{l}\sum_k\left(K_{ki}Q_{kl}\delta_{li}+\delta_{ki}Q_{kl}K_{li}\right)
=\sum_k K_{ki}Q_{ki}+\sum_l Q_{il}K_{li}.
\]
Since \(Q_{il}=Q_{li}\), the two sums are equal. This last step is `s` in the code. Orthogonality of the path is not needed.

```lean
/-- First-order change of an atomic population along a path with initial velocity `K`. -/
theorem hasDerivAt_population {Q : Matrix n n ℝ} (hQ : Q.IsSymm)
    {U : ℝ → Matrix n n ℝ} {K : Matrix n n ℝ} (h0 : U 0 = 1)
    (hK : ∀ i j, HasDerivAt (fun t => U t i j) (K i j) 0) (i : n) :
    HasDerivAt (fun t => population Q (U t) i) (2 * ∑ k, K k i * Q k i) 0 := by
  have e : (fun t => population Q (U t) i) =
      fun t => ∑ l, (∑ k, U t k i * Q k l) * U t l i := by
    funext t
    simp only [population, Matrix.mul_apply, Matrix.transpose_apply]
  have h : HasDerivAt (fun t => ∑ l, (∑ k, U t k i * Q k l) * U t l i)
      (∑ l, ((∑ k, K k i * Q k l) * U 0 l i + (∑ k, U 0 k i * Q k l) * K l i)) 0 :=
    HasDerivAt.fun_sum fun l _ =>
      (HasDerivAt.fun_sum fun k _ => (hK k i).mul_const (Q k l)).fun_mul (hK l i)
  have s : ∑ l, Q i l * K l i = ∑ l, K l i * Q l i :=
    Finset.sum_congr rfl fun l _ => by rw [hQ.apply l i, mul_comm]
  rw [e]
  refine h.congr_deriv ?_
  simp only [h0, Matrix.one_apply, Finset.sum_add_distrib, mul_ite, ite_mul, mul_one,
    mul_zero, one_mul, zero_mul, Finset.sum_ite_eq', Finset.mem_univ, if_true]
  rw [s]
  ring
```

## (c) The slope of the functional

Show that along an orthogonal path with velocity \(K\), for symmetric \(Q^A\),
\[
\left.\frac{d}{dt}L_{p+1}(U(t))\right|_{0}=-(p+1)\sum_{i}\sum_j K_{ij}W_{ij}.
\]

**Solution.** The chain rule and (b) give the slope \(2(p+1)S\), where
\[
S=\sum_A\sum_{i}\sum_j K_{ji}Q^A_{ji}(Q^A_{ii})^p .
\]
Now expand the sum on the right of the target:
\[
\sum_{i}\sum_j K_{ij}W_{ij}=\sum_A\sum_{i}\sum_j K_{ij}Q^A_{ij}(Q^A_{ii})^p-\sum_A\sum_{i}\sum_j K_{ij}Q^A_{ij}(Q^A_{jj})^p .
\]
In the first term \(K_{ij}Q^A_{ij}=-K_{ji}Q^A_{ji}\), by (a) and the symmetry of \(Q^A\), so it equals \(-S\). In the second, exchanging the names \(i\) and \(j\) shows that the sum being subtracted is \(S\). The total is \(-2S\), and the slope is therefore \(-(p+1)\sum_{i}\sum_j K_{ij}W_{ij}\).

The proof does this atom by atom: `s1` exchanges the names, `s2` uses antisymmetry, and `s3` rewrites the chain-rule expression.

```lean
/-- Slope of the localization functional along an orthogonal path with initial
velocity `K`, expressed through the pair residuals. -/
theorem hasDerivAt_localization (p : ℕ) {Q : ι → Matrix n n ℝ} (hQ : ∀ A, (Q A).IsSymm)
    {U : ℝ → Matrix n n ℝ} {K : Matrix n n ℝ}
    (hU : ∀ t, (U t)ᵀ * U t = 1) (h0 : U 0 = 1)
    (hK : ∀ i j, HasDerivAt (fun t => U t i j) (K i j) 0) :
    HasDerivAt (fun t => localization (p + 1) Q (U t))
      (-((p + 1 : ℕ) : ℝ) * ∑ i, ∑ j, K i j * residual p Q i j) 0 := by
  have h : HasDerivAt (fun t => localization (p + 1) Q (U t))
      (∑ A, ∑ i, ((p + 1 : ℕ) : ℝ) * population (Q A) (U 0) i ^ p *
        (2 * ∑ k, K k i * Q A k i)) 0 := by
    unfold localization
    exact HasDerivAt.fun_sum fun A _ => HasDerivAt.fun_sum fun i _ =>
      (hasDerivAt_population (hQ A) h0 hK i).fun_pow (p + 1)
  refine h.congr_deriv ?_
  have swap : ∑ i, ∑ j, K i j * residual p Q i j =
      ∑ A, ∑ i, ∑ j, K i j * (Q A i j * (Q A i i ^ p - Q A j j ^ p)) := by
    simp only [residual, Finset.mul_sum]
    exact (Finset.sum_congr rfl fun i _ => Finset.sum_comm).trans Finset.sum_comm
  rw [swap, Finset.mul_sum]
  refine Finset.sum_congr rfl fun A _ => ?_
  -- exchange the orbital labels and use the antisymmetry of the velocity
  have s1 : ∑ i, ∑ j, K i j * (Q A i j * Q A j j ^ p) =
      ∑ i, ∑ j, K j i * (Q A j i * Q A i i ^ p) := Finset.sum_comm
  have s2 : ∑ i, ∑ j, K i j * (Q A i j * Q A i i ^ p) =
      -∑ i, ∑ j, K j i * (Q A j i * Q A i i ^ p) := by
    simp only [← Finset.sum_neg_distrib]
    refine Finset.sum_congr rfl fun i _ => Finset.sum_congr rfl fun j _ => ?_
    rw [velocity_antisymm hU h0 hK i j, (hQ A).apply j i]
    ring
  have s3 : ∑ i, ((p + 1 : ℕ) : ℝ) * population (Q A) (U 0) i ^ p *
      (2 * ∑ k, K k i * Q A k i) =
      2 * ((p + 1 : ℕ) : ℝ) * ∑ i, ∑ j, K j i * (Q A j i * Q A i i ^ p) := by
    simp only [population, h0, Matrix.transpose_one, Matrix.one_mul, Matrix.mul_one,
      Finset.mul_sum]
    refine Finset.sum_congr rfl fun i _ => Finset.sum_congr rfl fun j _ => ?_
    ring
  rw [s3]
  simp only [mul_sub, Finset.sum_sub_distrib]
  rw [s1, s2]
  ring
```

## (d) Rotating two orbitals

Let \(E_{ij}\) be the matrix with a single entry 1 at position \((i,j)\). For \(i\neq j\) put \(P=E_{ii}+E_{jj}\), \(J=E_{ij}-E_{ji}\) and
\[
R(t)=1+(\cos t-1)P+\sin t\,J .
\]
This Jacobi rotation mixes \(\varphi_i\) and \(\varphi_j\) and leaves all other orbitals alone.

```lean
/-- For different orbitals `i` and `j`, the Jacobi rotation by the angle `t` in their plane. -/
def jacobi (i j : n) (t : ℝ) : Matrix n n ℝ :=
  1 + (Real.cos t - 1) • (single i i 1 + single j j 1) +
    Real.sin t • (single i j 1 - single j i 1)
```

Show that
\[
R(t)^{\mathsf T}R(t)=1 .
\]

**Solution.** Multiplying the matrix units gives \(P^2=P\), \(PJ=JP=J\) and \(J^2=-P\), while \(P^{\mathsf T}=P\) and \(J^{\mathsf T}=-J\). With \(c=\cos t\) and \(s=\sin t\),
\[
\left(1+(c-1)P-sJ\right)\left(1+(c-1)P+sJ\right)=1+\left[2(c-1)+(c-1)^2+s^2\right]P,
\]
because the terms in \(J\) cancel. The bracket is \(c^2+s^2-1=0\). The code proves the same product rules (`hPP` to `hJJ`) and the vanishing of the bracket (`hc`).

```lean
/-- A Jacobi rotation of two different orbitals is orthogonal. -/
theorem jacobi_orthogonal {i j : n} (hij : i ≠ j) (t : ℝ) :
    (jacobi i j t)ᵀ * jacobi i j t = 1 := by
  obtain ⟨P, hP⟩ : ∃ P : Matrix n n ℝ, P = single i i 1 + single j j 1 := ⟨_, rfl⟩
  obtain ⟨J, hJ⟩ : ∃ J : Matrix n n ℝ, J = single i j 1 - single j i 1 := ⟨_, rfl⟩
  have hPP : P * P = P := by
    simp [hP, add_mul, mul_add, hij, hij.symm]
  have hPJ : P * J = J := by
    simp [hP, hJ, add_mul, mul_sub, hij, hij.symm]
  have hJP : J * P = J := by
    simp [hP, hJ, sub_mul, mul_add, hij, hij.symm]
    abel
  have hJJ : J * J = -P := by
    simp [hP, hJ, sub_mul, mul_sub, hij, hij.symm]
    abel
  have hR : jacobi i j t = 1 + (Real.cos t - 1) • P + Real.sin t • J := by
    rw [hP, hJ, jacobi]
  have hPt : Pᵀ = P := by
    simp only [hP, Matrix.transpose_add, Matrix.transpose_single]
  have hJt : Jᵀ = -J := by
    simp only [hJ, Matrix.transpose_sub, Matrix.transpose_single, neg_sub]
  have hc : 2 * (Real.cos t - 1) + (Real.cos t - 1) * (Real.cos t - 1) +
      Real.sin t * Real.sin t = 0 := by
    linear_combination Real.sin_sq_add_cos_sq t
  rw [hR]
  simp only [Matrix.transpose_add, Matrix.transpose_smul, Matrix.transpose_one, hPt, hJt,
    add_mul, mul_add, Matrix.smul_mul, Matrix.mul_smul, one_mul, mul_one, neg_mul,
    hPP, hPJ, hJP, hJJ]
  linear_combination (norm := module) hc • P
```

## (e) The slope under a Jacobi rotation

For \(i\neq j\) and symmetric \(Q^A\), show that
\[
\left.\frac{d}{dt}L_{p+1}(R(t))\right|_{0}=-2(p+1)W_{ij}.
\]

**Solution.** At \(t=0\) the derivative of \(\cos t\) is 0 and that of \(\sin t\) is 1, so \(K=J\). Its only nonzero entries are \(1\) at \((i,j)\) and \(-1\) at \((j,i)\). The double sum in (c) reduces to \(W_{ij}-W_{ji}\). Exchanging \(i\) and \(j\) leaves the factor \(Q^A_{ij}\) unchanged, by symmetry, and reverses the sign of the bracket in \(W\), so \(W_{ji}=-W_{ij}\) and the sum is \(2W_{ij}\).

These steps are `hK` for the velocity, `key` for the selection of one entry, and `anti` for the sign.

```lean
/-- Slope of the localization functional under the Jacobi rotation of two orbitals. -/
theorem hasDerivAt_jacobi (p : ℕ) {Q : ι → Matrix n n ℝ} (hQ : ∀ A, (Q A).IsSymm)
    {i j : n} (hij : i ≠ j) :
    HasDerivAt (fun t => localization (p + 1) Q (jacobi i j t))
      (-2 * ((p + 1 : ℕ) : ℝ) * residual p Q i j) 0 := by
  have hK : ∀ a b, HasDerivAt (fun t => jacobi i j t a b)
      ((single i j (1 : ℝ) - single j i 1 : Matrix n n ℝ) a b) 0 := by
    intro a b
    have h : HasDerivAt (fun t => jacobi i j t a b)
        (0 + -Real.sin 0 * (single i i (1 : ℝ) + single j j 1 : Matrix n n ℝ) a b +
          Real.cos 0 * (single i j (1 : ℝ) - single j i 1 : Matrix n n ℝ) a b) 0 :=
      ((hasDerivAt_const (0 : ℝ) ((1 : Matrix n n ℝ) a b)).fun_add
        (((Real.hasDerivAt_cos 0).sub_const 1).mul_const _)).fun_add
        ((Real.hasDerivAt_sin 0).mul_const _)
    exact h.congr_deriv (by simp)
  -- a matrix unit picks out one residual
  have key : ∀ k l : n, ∑ a, ∑ b, single k l (1 : ℝ) a b * residual p Q a b =
      residual p Q k l := by
    intro k l
    calc _ = ∑ b, single k l (1 : ℝ) k b * residual p Q k b :=
          Finset.sum_eq_single k
            (fun a _ ha => by simp [ha.symm]) (by simp)
      _ = single k l (1 : ℝ) k l * residual p Q k l :=
          Finset.sum_eq_single l
            (fun b _ hb => by simp [hb.symm]) (by simp)
      _ = residual p Q k l := by simp
  have anti : residual p Q j i = -residual p Q i j := by
    simp only [residual, ← Finset.sum_neg_distrib]
    refine Finset.sum_congr rfl fun A _ => ?_
    rw [(hQ A).apply i j]
    ring
  refine (hasDerivAt_localization p hQ (jacobi_orthogonal hij)
    (by simp [jacobi]) hK).congr_deriv ?_
  simp only [Matrix.sub_apply, sub_mul, Finset.sum_sub_distrib]
  rw [key, key, anti]
  ring
```

## (f) The condition for stationarity

For symmetric \(Q^A\), show that \(L_{p+1}\) is stationary at the given orbitals if and only if
\[
\sum_A Q^A_{ij}\left[(Q^A_{ii})^p-(Q^A_{jj})^p\right]=0\qquad\text{for all } i,j.
\]

**Solution.** Suppose the functional is stationary. For \(i=j\) the bracket vanishes. For \(i\neq j\) the Jacobi rotation is an admissible path, so its slope \(-2(p+1)W_{ij}\) is zero; since \(p+1\neq0\), \(W_{ij}=0\). Conversely, if every \(W_{ij}\) vanishes, (c) gives slope zero for every admissible path. The two branches of the Lean proof follow this argument, with \(K\) in the second taken as the entrywise derivative of the path.

The theorem allows every natural \(p\), hence every exponent from 1 upwards. At exponent 1 the condition holds trivially, as it should, because \(L_1\) is a sum of traces. The only hypothesis on the matrices is symmetry; they need be neither positive nor complete.

For real orbitals in a fixed finite-dimensional space, the condition is a first-order convergence test for localization by pairwise rotations. It does not distinguish a maximum from a minimum or a saddle point.

```lean
/-- For symmetric matrices `Q A`, the localization functional of exponent `p + 1` is stationary at
the given orbitals if and only if the population condition holds for every pair of orbitals. -/
theorem isStationary_iff (p : ℕ) {Q : ι → Matrix n n ℝ} (hQ : ∀ A, (Q A).IsSymm) :
    IsStationary (p + 1) Q ↔
      ∀ i j, ∑ A, Q A i j * (Q A i i ^ p - Q A j j ^ p) = 0 := by
  constructor
  · intro h i j
    by_cases hij : i = j
    · subst hij
      simp
    · -- test stationarity on the rotation of this pair alone
      have h1 := h (jacobi i j) (jacobi_orthogonal hij) (by simp [jacobi]) (fun a b => by
        unfold jacobi
        simp only [Matrix.add_apply, Matrix.smul_apply, smul_eq_mul]
        fun_prop)
      have h2 := (hasDerivAt_jacobi p hQ hij).unique h1
      have hp : (-2 * ((p + 1 : ℕ) : ℝ)) ≠ 0 :=
        mul_ne_zero (by norm_num) (Nat.cast_ne_zero.mpr (Nat.succ_ne_zero p))
      exact (mul_eq_zero.mp h2).resolve_left hp
  · intro h U hU h0 hd
    have h' : ∀ i j, residual p Q i j = 0 := h
    refine (hasDerivAt_localization p hQ hU h0
      (K := fun i j => deriv (fun t => U t i j) 0)
      (fun i j => (hd i j).hasDerivAt)).congr_deriv ?_
    simp [h']
```

## (g) Two orbitals on three atoms

Number the orbitals 0 and 1, and take the following three matrices.

```lean
/-- Population matrices of two orbitals spread over three atoms. -/
def threeCentre : Fin 3 → Matrix (Fin 2) (Fin 2) ℝ :=
  ![!![1/2, 1/8; 1/8, 1/4], !![1/8, 1/8; 1/8, 3/8], !![3/8, -1/4; -1/4, 3/8]]
```

Show that they are symmetric and that
\[
x^{\mathsf T}Q^Ax\ge0\quad\text{for all }A,x,\qquad \sum_A Q^A=1 .
\]

**Solution.** Symmetry is visible. The quadratic forms are sums of squares:
\[
\begin{aligned}
x^{\mathsf T}Q^0x&=\tfrac18(x_0+x_1)^2+\tfrac38x_0^2+\tfrac18x_1^2,\\
x^{\mathsf T}Q^1x&=\tfrac18(x_0+x_1)^2+\tfrac14x_1^2,\\
x^{\mathsf T}Q^2x&=\tfrac14(x_0-x_1)^2+\tfrac18x_0^2+\tfrac18x_1^2.
\end{aligned}
\]
The diagonal entries add up to \(\tfrac12+\tfrac18+\tfrac38=1\) and \(\tfrac14+\tfrac38+\tfrac38=1\), the off-diagonal ones to \(\tfrac18+\tfrac18-\tfrac14=0\). Each orbital is thus fully distributed over the three atoms. The squares are the hints given to `nlinarith`.

```lean
/-- The three-centre population matrices are symmetric and positive semidefinite, and
they add up to the identity. -/
theorem threeCentre_witness :
    (∀ A, (threeCentre A).IsSymm) ∧ (∀ A x, 0 ≤ x ⬝ᵥ threeCentre A *ᵥ x) ∧
      ∑ A, threeCentre A = 1 := by
  refine ⟨fun A => ?_, fun A x => ?_, ?_⟩
  · ext i j
    fin_cases A <;> fin_cases i <;> fin_cases j <;> simp [threeCentre]
  · fin_cases A <;> simp [threeCentre, dotProduct, Matrix.mulVec, Fin.sum_univ_succ] <;>
      nlinarith [sq_nonneg (x 0 + x 1), sq_nonneg (x 0 - x 1), sq_nonneg (x 0),
        sq_nonneg (x 1)]
  · ext i j
    fin_cases i <;> fin_cases j <;>
      norm_num [threeCentre, Fin.sum_univ_succ, Matrix.add_apply]
```

## (h) Exponent 2 against exponent 4

Show that for these matrices
\[
\dot L_2(0)=0\ \text{ along every admissible path, but not }\ \dot L_4(0)=0 .
\]

**Solution.** By (f) only \(W_{01}\) matters. For exponent 2, \(p=1\) and
\[
W_{01}=\tfrac18\left(\tfrac12-\tfrac14\right)+\tfrac18\left(\tfrac18-\tfrac38\right)-\tfrac14\cdot0=0 .
\]
For exponent 4, \(p=3\) and
\[
W_{01}=\tfrac18\left(\tfrac18-\tfrac1{64}\right)+\tfrac18\left(\tfrac1{512}-\tfrac{27}{512}\right)-\tfrac14\cdot0=\tfrac{15}{2048}\neq0 .
\]
The given orbitals of this two-orbital model are thus stationary for exponent 2 but not for exponent 4. Lean applies `isStationary_iff` with `1` and `3` and evaluates the same sums.

```lean
/-- The three-centre orbitals are stationary for exponent 2 but not for exponent 4. -/
theorem stationarity_depends_on_exponent :
    IsStationary 2 threeCentre ∧ ¬ IsStationary 4 threeCentre := by
  constructor
  · refine (isStationary_iff 1 threeCentre_witness.1).2 fun i j => ?_
    fin_cases i <;> fin_cases j <;> norm_num [threeCentre, Fin.sum_univ_succ]
  · intro h
    have h1 := (isStationary_iff 3 threeCentre_witness.1).1 h 0 1
    norm_num [threeCentre, Fin.sum_univ_succ] at h1

end

end IntrinsicBondOrbitals
```

```lean
#print axioms IntrinsicBondOrbitals.isStationary_iff
#print axioms IntrinsicBondOrbitals.stationarity_depends_on_exponent
```

```
'IntrinsicBondOrbitals.isStationary_iff' depends on axioms: [propext, Classical.choice, Quot.sound]
'IntrinsicBondOrbitals.stationarity_depends_on_exponent' depends on axioms: [propext, Classical.choice, Quot.sound]
```
